# For spins 1/2, neglecting a passive coupling $J_j$ in $H=\sum_k 2\pi J_k I_zS_{kz}$ changes the normalised infinite-temperature $I_x$ autocorrelation by at most $(\pi J_jt)^2/2$

## Can large couplings amplify the error from a small neglected one?

I have read that if a spin 1/2 is weakly coupled to several unpolarised spins 1/2, leaving out one coupling $J_j$ changes its normalised signal at time $t$ by at most $(\pi J_jt)^2/2$, whatever the other couplings are. That last part bothers me. The other couplings may be hundreds of times larger and have taken the spin through several periods by time $t$. Why can't they magnify the small error? And if I leave out several couplings, do the errors just add?

## The other couplings only multiply the error by cosines

They can't magnify it. For a central spin $I=1/2$ and $n$ unpolarised passive spins 1/2 with $H=\sum_k 2\pi J_kI_zS_{kz}$ and $U=e^{-itH}$, the signal is

$$G(t)=\frac{\operatorname{tr}(I_xUI_xU^*)}{\operatorname{tr}(I_x^2)}=\prod_k\cos(\pi J_kt).$$

Deleting $J_j$ replaces one factor by 1, and the remaining factors have absolute value at most 1. For several deleted couplings, the sum of the individual bounds is a valid bound.

### From multiplet lines to a product of cosines

Label a product state by $(a,\sigma)$, where $a\in\{0,1\}$ is the state of the central spin and $\sigma$ lists the states $\sigma_k$ of the passive spins. Let $m_0=1/2$ and $m_1=-1/2$. All terms of $H$ are diagonal in this basis, and the diagonal entry is $m_a\Omega_\sigma$ with

$$\Omega_\sigma=\sum_k2\pi J_km_{\sigma_k}.$$

This is the angular frequency of the multiplet line that $\sigma$ selects. So $U$ is diagonal with entries $e^{-itm_a\Omega_\sigma}$.

The operator $I_x$ flips the central spin, which changes the sign of $m_a$. Hence $I_xU=U'I_x$, where $U'$ has entries $e^{+itm_a\Omega_\sigma}$. With $I_x^2=\tfrac14\mathbb 1$,

$$\operatorname{tr}(I_xUI_xU^*)=\tfrac14\operatorname{tr}(U'U^*)=\tfrac14\sum_{a,\sigma}e^{2itm_a\Omega_\sigma}=\tfrac14\sum_\sigma\left(e^{it\Omega_\sigma}+e^{-it\Omega_\sigma}\right).$$

Each exponential is a product over passive spins, and each $\sigma_k$ is summed independently:

$$\sum_\sigma e^{it\Omega_\sigma}=\prod_k\left(e^{i\pi J_kt}+e^{-i\pi J_kt}\right)=\prod_k2\cos(\pi J_kt).$$

The sum with $-t$ has the same value, so the trace is $\tfrac14\cdot2\cdot2^n\prod_k\cos(\pi J_kt)$. Since $\operatorname{tr}(I_x^2)=\tfrac14\cdot2\cdot2^n$, the ratio is the product of cosines. For $n=0$ it is the empty product, 1.

### What a deletion costs

Let $G_{(j)}$ be the signal with $J_j$ set to zero. Its factor $j$ is $\cos 0=1$, so

$$G_{(j)}(t)-G(t)=\bigl(1-\cos(\pi J_jt)\bigr)\prod_{k\ne j}\cos(\pi J_kt).$$

The product has absolute value at most 1, and $1-\cos x\le x^2/2$. This gives the bound.

For a set $P$ of couplings, delete them one after another. Each step costs at most $(\pi J_kt)^2/2$, even though some couplings are already gone, because the bound doesn't depend on them. The triangle inequality then gives $\sum_{k\in P}(\pi J_kt)^2/2$.

The constant 1/2 is the best possible. If only spin $j$ is coupled and $x=\pi J_jt$, the error is $1-\cos x\ge x^2/2-\tfrac{5}{96}x^4$ for $|x|\le1$. For small nonzero $x$ this exceeds $cx^2$ whenever $c<1/2$.

### A 0.5 Hz coupling in a simulation

For free evolution under this $H$, the bound gives a time up to which a passive spin can safely be left out of the central spin's signal for a chosen error tolerance. In a simulation with matrices, leaving it out halves the dimension of the state space, although the product of cosines needs no matrices at all. Take a spin with couplings of 7 Hz and 0.5 Hz, and neglect the smaller one. At $t=50$ ms, $\pi J_jt\approx0.0785$, and the bound is about 0.0031 of the initial signal. The actual change is about 0.0014, because the 7 Hz coupling contributes a factor $\cos(0.35\pi)\approx0.454$. The bound reaches 0.01 at about 90 ms. By 0.5 s it is about 0.31, too large to guarantee a small error. The actual change oscillates with the 7 Hz factor: it is about 0.22 in absolute value near 0.43 s, but zero at 0.5 s, where that factor vanishes.

### How the matrices represent the spin system

The type `ι` is any finite set of passive spins, possibly empty, and matrices are indexed by `Fin 2 × (ι → Fin 2)`, the pairs $(a,\sigma)$ above. `Ix ι` is the Kronecker product of the $2\times2$ spin matrix with the identity. `Iz ι` and `Sz k` are diagonal, with the quantum numbers `mz` as entries. `propagator J t` is the matrix exponential of $-itH$, and `signal J t` is the ratio of traces.

The couplings `J` and the time `t` are arbitrary real numbers. With $\hbar=1$, $H$ is an angular frequency, so $J_k$ is in hertz if $t$ is in seconds. The signal is complex by type, and `signal_eq_prod_cos` says that it equals the real product of cosines. Deletion is `Function.update J j 0`: the spin stays in the system with its coupling set to zero. In `deletion_bound_set`, the couplings in the finite set `P` are set to zero in the same way.

The form of $H$ is an assumption. It keeps only the $zz$ part of each coupling, which stands for resonance frequencies that differ by much more than the couplings. The central spin is on resonance, the passive spins have no couplings among themselves, and there is neither relaxation nor a pulse during $t$. Strong coupling, where the transverse terms matter, is a different problem. The traces give all states of the passive spins equal weight, as in NMR at high temperature. This matters for the bound: if the passive spins all point up, the signal is $\cos(\sum_k\pi J_kt)$ instead, and deleting $J_j$ can change it to first order in $J_jt$. The error is measured against the initial signal, which is 1.

```lean
import Mathlib

open Matrix NormedSpace
open scoped Kronecker Real

namespace NeglectedPassiveCouplings

noncomputable section

variable {ι : Type*} [Fintype ι] [DecidableEq ι]

/-- The magnetic quantum number, 1/2 or -1/2, of the two states of a spin 1/2. -/
def mz : Fin 2 → ℝ := ![1 / 2, -1 / 2]

/-- The operator Ix of the central spin, acting as the identity on the passive spins. -/
def Ix (ι : Type*) [Fintype ι] [DecidableEq ι] :
    Matrix (Fin 2 × (ι → Fin 2)) (Fin 2 × (ι → Fin 2)) ℂ :=
  !![0, 1 / 2; 1 / 2, 0] ⊗ₖ 1

/-- The operator Iz of the central spin in the product basis. -/
def Iz (ι : Type*) [Fintype ι] [DecidableEq ι] :
    Matrix (Fin 2 × (ι → Fin 2)) (Fin 2 × (ι → Fin 2)) ℂ :=
  diagonal fun s => (mz s.1 : ℂ)

/-- The operator Sz of the passive spin `k` in the product basis. -/
def Sz (k : ι) : Matrix (Fin 2 × (ι → Fin 2)) (Fin 2 × (ι → Fin 2)) ℂ :=
  diagonal fun s => (mz (s.2 k) : ℂ)

/-- The weak-coupling Hamiltonian: the sum over `k` of 2π J_k Iz S_kz. -/
def hamiltonian (J : ι → ℝ) : Matrix (Fin 2 × (ι → Fin 2)) (Fin 2 × (ι → Fin 2)) ℂ :=
  ∑ k, ((2 * π * J k : ℝ) : ℂ) • (Iz ι * Sz k)

/-- The propagator U = exp(-itH). -/
def propagator (J : ι → ℝ) (t : ℝ) :
    Matrix (Fin 2 × (ι → Fin 2)) (Fin 2 × (ι → Fin 2)) ℂ :=
  NormedSpace.exp ((-(Complex.I * t)) • hamiltonian J)

/-- The normalised autocorrelation tr(Ix U Ix U*) / tr(Ix²) of the central spin. -/
def signal (J : ι → ℝ) (t : ℝ) : ℂ :=
  (Ix ι * propagator J t * Ix ι * (propagator J t)ᴴ).trace / (Ix ι * Ix ι).trace

/-- The angular frequency of the multiplet line selected by the passive configuration `σ`. -/
def offset (J : ι → ℝ) (σ : ι → Fin 2) : ℝ := ∑ k, 2 * π * J k * mz (σ k)

/-- The propagator is diagonal: each product state acquires the phase set by the
central quantum number times the offset of its multiplet line. -/
theorem propagator_eq (J : ι → ℝ) (t : ℝ) :
    propagator J t = diagonal fun s =>
      Complex.exp (-(Complex.I * t) * ((mz s.1 * offset J s.2 : ℝ) : ℂ)) := by
  have hH : hamiltonian J = diagonal fun s => ((mz s.1 * offset J s.2 : ℝ) : ℂ) := by
    ext s r
    by_cases h : s = r
    · subst h
      simp only [hamiltonian, Iz, Sz, diagonal_mul_diagonal, Matrix.sum_apply,
        Matrix.smul_apply, diagonal_apply_eq, smul_eq_mul, offset]
      push_cast
      rw [Finset.mul_sum]
      exact Finset.sum_congr rfl fun k _ => by ring
    · simp only [hamiltonian, Iz, Sz, diagonal_mul_diagonal, Matrix.sum_apply,
        Matrix.smul_apply, diagonal_apply_ne _ h, smul_zero, Finset.sum_const_zero]
  rw [propagator, hH, ← diagonal_smul, Matrix.exp_diagonal]
  congr 1
  funext s
  -- evaluation at a basis state is a continuous ring homomorphism
  refine (NormedSpace.map_exp (Pi.evalRingHom (fun _ : Fin 2 × (ι → Fin 2) => ℂ) s)
    (continuous_apply s) _).trans ?_
  rw [Complex.exp_eq_exp_ℂ]
  rfl

/-- The square of Ix is one quarter of the identity. -/
theorem Ix_sq : Ix ι * Ix ι = (1 / 4 : ℂ) • 1 := by
  have h : (!![0, 1 / 2; 1 / 2, 0] : Matrix (Fin 2) (Fin 2) ℂ) * !![0, 1 / 2; 1 / 2, 0]
      = (1 / 4 : ℂ) • 1 := by
    ext i j
    fin_cases i <;> fin_cases j <;> simp [Matrix.mul_apply, Fin.sum_univ_two] <;> norm_num
  rw [Ix, ← Matrix.mul_kronecker_mul, one_mul, h, Matrix.smul_kronecker,
    Matrix.one_kronecker_one]

/-- Moving Ix through a diagonal operator flips the central spin in its entries. -/
theorem Ix_mul_diagonal (u : Fin 2 × (ι → Fin 2) → ℂ) :
    Ix ι * diagonal u = diagonal (fun s => u (1 - s.1, s.2)) * Ix ι := by
  ext ⟨a, σ⟩ ⟨b, τ⟩
  rw [Matrix.mul_diagonal, Matrix.diagonal_mul]
  by_cases h : σ = τ
  · subst h
    fin_cases a <;> fin_cases b <;> simp [Ix, Matrix.kroneckerMap_apply, mul_comm]
  · simp [Ix, Matrix.kroneckerMap_apply, Matrix.one_apply_ne h]

/-- The phases of all multiplet lines sum to a product with one factor
2 cos(π J_k t) for each passive spin. -/
theorem sum_exp_offset (J : ι → ℝ) (t : ℝ) :
    ∑ σ : ι → Fin 2, Complex.exp (Complex.I * (t : ℂ) * (offset J σ : ℂ))
      = ((∏ k, (2 * Real.cos (π * J k * t)) : ℝ) : ℂ) := by
  have h : ∀ σ : ι → Fin 2, Complex.exp (Complex.I * (t : ℂ) * (offset J σ : ℂ))
      = ∏ k, Complex.exp (Complex.I * t * ((2 * π * J k * mz (σ k) : ℝ) : ℂ)) := by
    intro σ
    rw [← Complex.exp_sum, ← Finset.mul_sum, offset, Complex.ofReal_sum]
  have hp := Finset.prod_univ_sum (fun _ : ι => (Finset.univ : Finset (Fin 2)))
    (fun k b => Complex.exp (Complex.I * t * ((2 * π * J k * mz b : ℝ) : ℂ)))
  rw [Fintype.piFinset_univ] at hp
  rw [Finset.sum_congr rfl fun σ _ => h σ, ← hp, Complex.ofReal_prod]
  refine Finset.prod_congr rfl fun k _ => ?_
  have m0 : mz 0 = 1 / 2 := rfl
  have m1 : mz 1 = -1 / 2 := rfl
  rw [Fin.sum_univ_two, m0, m1]
  push_cast
  rw [Complex.two_cos]
  congr 1 <;> congr 1 <;> ring

/-- The normalised autocorrelation of Ix is the product of cos(π J_k t) over the
passive spins. -/
theorem signal_eq_prod_cos (J : ι → ℝ) (t : ℝ) :
    signal J t = ((∏ k, Real.cos (π * J k * t) : ℝ) : ℂ) := by
  have hm : ∀ b : Fin 2, mz (1 - b) = -mz b := by
    intro b
    fin_cases b <;> norm_num [mz]
  -- the two phases combine into precession at the line offset
  have hs : ∀ s : Fin 2 × (ι → Fin 2),
      Complex.exp (-(Complex.I * t) * ((mz (1 - s.1) * offset J s.2 : ℝ) : ℂ)) *
        star (Complex.exp (-(Complex.I * t) * ((mz s.1 * offset J s.2 : ℝ) : ℂ)))
      = Complex.exp (Complex.I * ((2 * mz s.1 * t : ℝ) : ℂ) * (offset J s.2 : ℂ)) := by
    intro s
    rw [Complex.star_def, ← Complex.exp_conj, ← Complex.exp_add, hm]
    congr 1
    simp only [map_mul, map_neg, Complex.conj_I, Complex.conj_ofReal]
    push_cast
    ring
  have h0 : 2 * mz 0 * t = t := by norm_num [mz]
  have h1 : 2 * mz 1 * t = -t := by norm_num [mz]
  have ht : (Ix ι * propagator J t * Ix ι * (propagator J t)ᴴ).trace
      = (1 / 4 : ℂ) * (2 * ((∏ k, (2 * Real.cos (π * J k * t)) : ℝ) : ℂ)) := by
    rw [propagator_eq, Ix_mul_diagonal, mul_assoc (diagonal _) (Ix ι) (Ix ι), Ix_sq,
      Matrix.diagonal_conjTranspose, Matrix.mul_smul, mul_one, Matrix.smul_mul,
      diagonal_mul_diagonal, trace_smul, trace_diagonal, smul_eq_mul]
    congr 1
    refine (Finset.sum_congr rfl fun s _ => hs s).trans ?_
    simp only [Fintype.sum_prod_type, Fin.sum_univ_two, sum_exp_offset, h0, h1, mul_neg,
      Real.cos_neg]
    ring
  have hc : (Fintype.card (Fin 2 × (ι → Fin 2)) : ℂ) = 2 * 2 ^ Fintype.card ι := by
    simp
  have hne : (1 / 4 : ℂ) * (2 * 2 ^ Fintype.card ι) ≠ 0 := by
    simp
  rw [signal, ht, Ix_sq, trace_smul, trace_one, hc, smul_eq_mul, div_eq_iff hne,
    Finset.prod_mul_distrib, Finset.prod_const, Finset.card_univ, Complex.ofReal_mul,
    Complex.ofReal_pow, Complex.ofReal_ofNat]
  ring

/-- Deleting the coupling J_j changes the signal by exactly 1 - cos(π J_j t) times
the cosines of the remaining couplings. -/
theorem deletion_error (J : ι → ℝ) (j : ι) (t : ℝ) :
    signal (Function.update J j 0) t - signal J t =
      (((1 - Real.cos (π * J j * t)) *
        ∏ k ∈ Finset.univ.erase j, Real.cos (π * J k * t) : ℝ) : ℂ) := by
  have h : ∏ k ∈ Finset.univ.erase j, Real.cos (π * Function.update J j 0 k * t)
      = ∏ k ∈ Finset.univ.erase j, Real.cos (π * J k * t) :=
    Finset.prod_congr rfl fun k hk => by
      rw [Function.update_of_ne (Finset.ne_of_mem_erase hk)]
  rw [signal_eq_prod_cos, signal_eq_prod_cos, ← Complex.ofReal_sub,
    ← Finset.mul_prod_erase _ _ (Finset.mem_univ j),
    ← Finset.mul_prod_erase _ (fun k => Real.cos (π * J k * t)) (Finset.mem_univ j),
    h, Function.update_self, mul_zero, zero_mul, Real.cos_zero]
  congr 1
  ring

/-- Deleting the coupling J_j changes the signal by at most (π J_j t)²/2. -/
theorem deletion_bound (J : ι → ℝ) (j : ι) (t : ℝ) :
    ‖signal J t - signal (Function.update J j 0) t‖ ≤ (π * J j * t) ^ 2 / 2 := by
  rw [norm_sub_rev, deletion_error, Complex.norm_real, Real.norm_eq_abs, abs_mul,
    abs_of_nonneg (sub_nonneg.2 (Real.cos_le_one _)), Finset.abs_prod]
  have hp : ∏ k ∈ Finset.univ.erase j, |Real.cos (π * J k * t)| ≤ 1 :=
    Finset.prod_le_one (fun _ _ => abs_nonneg _) fun _ _ => Real.abs_cos_le_one _
  have h1 := mul_le_mul_of_nonneg_left hp (sub_nonneg.2 (Real.cos_le_one (π * J j * t)))
  linarith [Real.one_sub_sq_div_two_le_cos (x := π * J j * t)]

/-- Deleting all couplings in a set `P` changes the signal by at most the sum of
(π J_k t)²/2 over `P`. -/
theorem deletion_bound_set (J : ι → ℝ) (P : Finset ι) (t : ℝ) :
    ‖signal J t - signal (fun k => if k ∈ P then 0 else J k) t‖
      ≤ ∑ k ∈ P, (π * J k * t) ^ 2 / 2 := by
  induction P using Finset.induction_on with
  | empty => simp
  | insert a s ha ih =>
    -- delete the couplings in `s` first, then the coupling `a`
    have hu : (fun k => if k ∈ insert a s then 0 else J k)
        = Function.update (fun k => if k ∈ s then 0 else J k) a 0 := by
      funext k
      by_cases hk : k = a
      · subst hk
        simp
      · simp [hk]
    have hb := deletion_bound (fun k => if k ∈ s then 0 else J k) a t
    simp only [if_neg ha] at hb
    rw [hu, Finset.sum_insert ha]
    have htri := norm_sub_le_norm_sub_add_norm_sub (signal J t)
      (signal (fun k => if k ∈ s then 0 else J k) t)
      (signal (Function.update (fun k => if k ∈ s then 0 else J k) a 0) t)
    linarith

/-- The constant 1/2 is optimal: any `c` for which c (π J_j t)² bounds the deletion
error for all couplings and times is at least 1/2. -/
theorem deletion_bound_sharp (j : ι) (c : ℝ)
    (h : ∀ (J : ι → ℝ) (t : ℝ),
      ‖signal J t - signal (Function.update J j 0) t‖ ≤ c * (π * J j * t) ^ 2) :
    1 / 2 ≤ c := by
  by_contra! hc
  -- a small precession angle, with `j` the only coupled spin
  obtain ⟨x, hx0, hx1, hxc⟩ : ∃ x : ℝ, 0 < x ∧ x ≤ 1 ∧ x ≤ 1 / 2 - c :=
    ⟨min 1 (1 / 2 - c), lt_min one_pos (by linarith), min_le_left _ _, min_le_right _ _⟩
  have hx := h (Pi.single j 1) (x / π)
  have hp : ∏ k ∈ Finset.univ.erase j,
      Real.cos (π * (Pi.single j 1 : ι → ℝ) k * (x / π)) = 1 :=
    Finset.prod_eq_one fun k hk => by
      rw [Pi.single_eq_of_ne (Finset.ne_of_mem_erase hk)]
      simp
  have hpx : π * 1 * (x / π) = x := by
    rw [mul_one, mul_div_cancel₀ _ Real.pi_ne_zero]
  rw [norm_sub_rev, deletion_error, hp, Pi.single_eq_same, hpx, mul_one,
    Complex.norm_real, Real.norm_eq_abs,
    abs_of_nonneg (sub_nonneg.2 (Real.cos_le_one _))] at hx
  have hb := (abs_le.1 (Real.cos_bound (x := x) (by rwa [abs_of_pos hx0]))).2
  rw [abs_of_pos hx0] at hb
  have hx2 : 0 < x ^ 2 := by positivity
  have h4 : x ^ 4 ≤ x ^ 2 * x := by nlinarith [mul_nonneg hx2.le hx0.le]
  have h5 : x ^ 2 * x ≤ x ^ 2 * (1 / 2 - c) := mul_le_mul_of_nonneg_left hxc hx2.le
  have h6 : 0 < x ^ 2 * x := by positivity
  linarith

end

end NeglectedPassiveCouplings
```

```lean
#print axioms NeglectedPassiveCouplings.deletion_bound_set
#print axioms NeglectedPassiveCouplings.deletion_bound_sharp
```

```
'NeglectedPassiveCouplings.deletion_bound_set' depends on axioms: [propext, Classical.choice, Quot.sound]
'NeglectedPassiveCouplings.deletion_bound_sharp' depends on axioms: [propext, Classical.choice, Quot.sound]
```

### The same steps in Lean

`propagator_eq` first shows that the Hamiltonian is diagonal by comparing entries. `Matrix.exp_diagonal` then moves the exponential onto the diagonal, and `NormedSpace.map_exp`, applied to evaluation at a basis state, turns it into an ordinary complex exponential for each entry.

`Ix_sq` checks the $2\times2$ square and carries it through the Kronecker product. `Ix_mul_diagonal` is the rule $I_xU=U'I_x$ for any diagonal matrix. The flipped state is written `1 - s.1`, which exchanges 0 and 1 in `Fin 2`.

`sum_exp_offset` is the factorisation over passive spins. `Complex.exp_sum` splits the exponential of a sum, `Finset.prod_univ_sum` exchanges the sum over configurations with the product over spins, and `Complex.two_cos` recognises the cosine.

`signal_eq_prod_cos` assembles these. Its step `hs` combines the two phases into $e^{2itm_a\Omega_\sigma}$, `ht` evaluates the numerator, and `hne` shows that the denominator is nonzero before the powers of 2 cancel.

`deletion_error` uses `Finset.mul_prod_erase` to split factor $j$ from both products. `deletion_bound` bounds the remaining cosines with `Finset.prod_le_one` and the split factor with `Real.one_sub_sq_div_two_le_cos`.

`deletion_bound_set` is an induction on `P`. When a coupling `a` is added to a set `s`, `hu` rewrites the joint deletion as deleting `s` first and then `a`. Since `a` is not in `s`, its coupling still has the original value $J_a$ at that point, and the triangle inequality closes the step.

`deletion_bound_sharp` assumes $c<1/2$ and takes `Pi.single j 1`, where spin `j` has coupling 1 and all others have 0, at time $x/\pi$ with $x=\min(1,\tfrac12-c)$. The quartic estimate `Real.cos_bound` then contradicts the assumed bound.
